# For hydrogen 1s, the exchange energy missing beyond momentum Q falls off as 1/Q⁷

Without an estimate of what a momentum cutoff discards, a plane-wave calculation of exact exchange may spend work on momenta that contribute almost nothing, or drop some that matter. For the exact hydrogen 1s orbital the loss can be bounded at every cutoff $Q>0$. In atomic units, write $X(Q)$ for the magnitude of the exchange energy from momentum transfers above $Q$, and $T(Q)$ for the kinetic energy from electron momenta above $Q$. Then $Q^7X(Q)\to 256/(7\pi)$ as $Q\to\infty$, and for $Q\ge 7$ the exchange lost beyond $Q$ is no larger than the kinetic energy lost beyond $Q^2$. This bears on choosing a separate, lower cutoff for exchange in hybrid-functional calculations, with the model restricted to one isolated atom with a bare nucleus.

## The model

```lean
import Mathlib

open MeasureTheory Set Filter
open scoped Real Topology

namespace HydrogenExchangeCutoff

noncomputable section
```

All quantities are in atomic units, and momenta and cutoffs are real numbers.

```lean
/-- Form factor (Fourier transform) of the hydrogen 1s density, in atomic units. -/
def formFactor (q : ℝ) : ℝ := 16 / (4 + q ^ 2) ^ 2
```

This is $F(q)=16/(4+q^2)^2$, the Fourier transform of the density $e^{-2r}/\pi$, with $F(0)=1$ for one electron.

```lean
/-- Momentum density of the hydrogen 1s orbital, in atomic units. -/
def momentumDensity (q : ℝ) : ℝ := 8 / (π ^ 2 * (1 + q ^ 2) ^ 4)
```

This is $n(q)=8/(\pi^2(1+q^2)^4)$, the squared momentum-space orbital, normalised to one electron. Both formulas enter as definitions; the Fourier transforms are not derived from the orbital.

```lean
/-- Magnitude of the 1s exchange energy from momenta beyond a cutoff `Q ≥ 0`: half the Coulomb
kernel `4π/q²` (with `q > 0`) times the squared form factor, summed over momentum shells. -/
def missingExchange (Q : ℝ) : ℝ :=
  1 / 2 * ∫ q in Ioi Q, 4 * π / q ^ 2 * formFactor q ^ 2 * (4 * π * q ^ 2 / (2 * π) ^ 3)
```

`Ioi Q` is the open interval $(Q,\infty)$, so the definition reads
$$X(Q)=\frac12\int_Q^\infty \frac{4\pi}{q^2}\,F(q)^2\,\frac{4\pi q^2\,dq}{(2\pi)^3}.$$
For one electron, exchange cancels the self-repulsion, which is why the density alone suffices. Here $q$ is the momentum transferred by the Coulomb interaction.

```lean
/-- Kinetic energy of the 1s electron from momenta beyond a cutoff `Q ≥ 0`. -/
def missingKinetic (Q : ℝ) : ℝ :=
  ∫ q in Ioi Q, q ^ 2 / 2 * (4 * π * q ^ 2 * momentumDensity q)
```

Likewise $T(Q)=\int_Q^\infty \frac{q^2}{2}\,4\pi q^2 n(q)\,dq$, where $q$ is now the electron's own momentum. In both definitions the orbital stays exact and is not re-optimised in a truncated basis.

## Two radial integrals

```lean
/-- For a cutoff `Q ≥ 0`, the missing exchange is `1/π` times the integral of `256/(4+q²)⁴`
over `q > Q`. -/
theorem missingExchange_eq {Q : ℝ} (hQ : 0 ≤ Q) :
    missingExchange Q = 1 / π * ∫ q in Ioi Q, 256 / (4 + q ^ 2) ^ 4 := by
  unfold missingExchange
  rw [← integral_const_mul, ← integral_const_mul]
  apply setIntegral_congr_fun measurableSet_Ioi
  intro q hq
  have hq0 : q ≠ 0 := (lt_of_le_of_lt hQ hq).ne'
  have hD : 4 + q ^ 2 ≠ 0 := by positivity
  simp only [formFactor]
  field_simp
  ring
```

A Lean theorem lists its hypotheses, then a colon, then the claim; the proof follows `:= by`. Here `hQ` names the assumption $Q\ge0$. Since $q>Q\ge0$, the factors $q^2$ cancel, and the constants give $\frac12\cdot4\pi\cdot4\pi/(8\pi^3)=1/\pi$. Hence
$$X(Q)=\frac1\pi\int_Q^\infty\frac{256}{(4+q^2)^4}\,dq.$$
The tactics `field_simp` and `ring` do this algebra under the integral.

```lean
/-- The missing kinetic energy is `16/π` times the integral of `q⁴/(1+q²)⁴` over `q > Q`. -/
theorem missingKinetic_eq (Q : ℝ) :
    missingKinetic Q = 16 / π * ∫ q in Ioi Q, q ^ 4 / (1 + q ^ 2) ^ 4 := by
  unfold missingKinetic
  rw [← integral_const_mul]
  apply setIntegral_congr_fun measurableSet_Ioi
  intro q _
  have hD : 1 + q ^ 2 ≠ 0 := by positivity
  simp only [momentumDensity]
  field_simp
  ring
```

The same simplification gives
$$T(Q)=\frac{16}{\pi}\int_Q^\infty\frac{q^4}{(1+q^2)^4}\,dq.$$

## The full exchange energy

```lean
/-- The exchange integrand `256/(4+q²)⁴` is integrable over all momenta `q > 0`, and its
integral is `5π/16`. -/
theorem exchange_integral :
    IntegrableOn (fun q : ℝ => 256 / (4 + q ^ 2) ^ 4) (Ioi 0) ∧
      ∫ q in Ioi (0 : ℝ), 256 / (4 + q ^ 2) ^ 4 = 5 * π / 16 := by
  -- an explicit antiderivative
  let A : ℝ → ℝ := fun x => 32 / 3 * (x / (4 + x ^ 2) ^ 3) + 10 / 3 * (x / (4 + x ^ 2) ^ 2)
    + 5 / 4 * (x / (4 + x ^ 2) ^ 1) + 5 / 8 * Real.arctan (x / 2)
  have hA : ∀ q ∈ Ici (0 : ℝ), HasDerivAt A (256 / (4 + q ^ 2) ^ 4) q := by
    intro q _
    have hD0 : 4 + q ^ 2 ≠ 0 := by positivity
    have hD : HasDerivAt (fun x : ℝ => 4 + x ^ 2) (2 * q) q :=
      ((hasDerivAt_pow 2 q).const_add 4).congr_deriv (by norm_num)
    have h1 : ∀ k : ℕ, HasDerivAt (fun x : ℝ => x / (4 + x ^ 2) ^ k)
        ((1 * (4 + q ^ 2) ^ k - q * (k * (4 + q ^ 2) ^ (k - 1) * (2 * q)))
          / ((4 + q ^ 2) ^ k) ^ 2) q :=
      fun k => (hasDerivAt_id' q).fun_div (hD.fun_pow k) (by positivity)
    have h2 := ((hasDerivAt_id' q).div_const 2).arctan
    refine (((((h1 3).const_mul (32 / 3)).fun_add ((h1 2).const_mul (10 / 3))).fun_add
      ((h1 1).const_mul (5 / 4))).fun_add (h2.const_mul (5 / 8))).congr_deriv ?_
    have h3 : 1 + (q / 2) ^ 2 = (4 + q ^ 2) / 4 := by ring
    rw [h3]
    simp only [Nat.cast_ofNat, Nat.cast_one, Nat.reduceSub]
    field_simp
    ring
  -- only the arctangent survives at infinite momentum
  have hz : ∀ k : ℕ, k ≠ 0 → Tendsto (fun x : ℝ => x / (4 + x ^ 2) ^ k) atTop (𝓝 0) := by
    intro k hk
    refine squeeze_zero' ?_ ?_ tendsto_inv_atTop_zero
    · filter_upwards [eventually_gt_atTop 0] with x hx
      positivity
    · filter_upwards [eventually_gt_atTop 0] with x hx
      have h1 : 4 + x ^ 2 ≤ (4 + x ^ 2) ^ k := le_self_pow₀ (by nlinarith [sq_nonneg x]) hk
      rw [inv_eq_one_div, div_le_div_iff₀ (by positivity) hx]
      nlinarith
  have ha : Tendsto (fun x : ℝ => Real.arctan (x / 2)) atTop (𝓝 (π / 2)) :=
    (Real.tendsto_arctan_atTop.mono_right nhdsWithin_le_nhds).comp
      (tendsto_id.atTop_div_const (by norm_num))
  have hl : Tendsto A atTop
      (𝓝 (32 / 3 * 0 + 10 / 3 * 0 + 5 / 4 * 0 + 5 / 8 * (π / 2))) :=
    ((((hz 3 (by norm_num)).const_mul _).add ((hz 2 (by norm_num)).const_mul _)).add
      ((hz 1 (by norm_num)).const_mul _)).add (ha.const_mul _)
  have hp : ∀ q ∈ Ioi (0 : ℝ), 0 ≤ 256 / (4 + q ^ 2) ^ 4 := fun q _ => by positivity
  refine ⟨integrableOn_Ioi_deriv_of_nonneg' hA hp hl,
    (integral_Ioi_of_hasDerivAt_of_nonneg' hA hp hl).trans ?_⟩
  have h0 : A 0 = 0 := by simp [A]
  rw [h0]
  ring
```

The claim has two parts, joined by `∧`: the integrand is integrable on $(0,\infty)$, and its integral is $5\pi/16$. Integrability matters because Lean assigns the value zero to a divergent integral.

Put $D=4+q^2$. Using $q^2=D-4$,
$$\frac{d}{dq}\frac{q}{D^k}=\frac{1-2k}{D^k}+\frac{8k}{D^{k+1}},\qquad \frac{d}{dq}\arctan\frac q2=\frac2D.$$
The function `A` is
$$A(q)=\frac{32}{3}\frac{q}{D^3}+\frac{10}{3}\frac{q}{D^2}+\frac54\frac{q}{D}+\frac58\arctan\frac q2.$$
The derivatives of its four terms are, in order,
$$\frac{256}{D^4}-\frac{160}{3D^3},\quad \frac{160}{3D^3}-\frac{10}{D^2},\quad \frac{10}{D^2}-\frac{5}{4D},\quad \frac{5}{4D}.$$
Their sum is $256/D^4$, which is `hA`. The rational terms vanish at infinity because each $q/D^k$ is at most $1/q$ (`hz`), and the arctangent tends to $\pi/2$ (`ha`). With $A(0)=0$, the integral is $\frac58\cdot\frac\pi2=5\pi/16$.

```lean
/-- Without any cutoff, the hydrogen 1s exchange magnitude is `5/16` hartree. -/
theorem missingExchange_zero : missingExchange 0 = 5 / 16 := by
  rw [missingExchange_eq le_rfl, exchange_integral.2]
  field_simp
```

Dividing by $\pi$ gives $X(0)=5/16$ hartree, half the 1s Coulomb integral of $5/8$ hartree and so equal to the self-repulsion energy that exchange cancels. This checks the overall prefactor in the definition of $X$; it does not test the kinetic definition.

## Bounds at a finite cutoff

```lean
/-- Beyond a cutoff `Q > 0` the inverse power `1/q^(n+2)` is integrable, with integral
`1/((n+1) Q^(n+1))`. -/
theorem power_tail (n : ℕ) {Q : ℝ} (hQ : 0 < Q) :
    IntegrableOn (fun q : ℝ => 1 / q ^ (n + 2)) (Ioi Q) ∧
      ∫ q in Ioi Q, 1 / q ^ (n + 2) = 1 / ((n + 1) * Q ^ (n + 1)) := by
  have ha : -((n + 2 : ℕ) : ℝ) < -1 := by
    have : (0 : ℝ) ≤ n := n.cast_nonneg
    push_cast
    linarith
  have h : EqOn (fun q : ℝ => q ^ (-((n + 2 : ℕ) : ℝ))) (fun q => 1 / q ^ (n + 2)) (Ioi Q) := by
    intro q hq
    have hq0 : 0 < q := hQ.trans hq
    simp only [Real.rpow_neg hq0.le, Real.rpow_natCast, one_div]
  refine ⟨(integrableOn_Ioi_rpow_of_lt ha hQ).congr_fun h measurableSet_Ioi, ?_⟩
  refine ((setIntegral_congr_fun measurableSet_Ioi h).symm.trans
    (integral_Ioi_rpow_of_lt ha hQ)).trans ?_
  have hs : -((n + 2 : ℕ) : ℝ) + 1 = -((n + 1 : ℕ) : ℝ) := by push_cast; ring
  rw [hs, Real.rpow_neg hQ.le, Real.rpow_natCast, neg_div_neg_eq]
  push_cast
  field_simp
```

For every natural number $n$, including zero, and every $Q>0$,
$$\int_Q^\infty\frac{dq}{q^{n+2}}=\frac{1}{(n+1)Q^{n+1}}.$$
The proof rewrites the integrand as a real power and applies Mathlib's formula. Exchange will use $n=6$, kinetic energy $n=2$.

```lean
/-- At every cutoff `Q > 0` the missing exchange is at most `256/(7πQ⁷)`, and at least this
value times `(Q²/(4+Q²))⁴`. -/
theorem missingExchange_bounds {Q : ℝ} (hQ : 0 < Q) :
    256 / (7 * π * Q ^ 7) * (Q ^ 2 / (4 + Q ^ 2)) ^ 4 ≤ missingExchange Q ∧
      missingExchange Q ≤ 256 / (7 * π * Q ^ 7) := by
  have hi : IntegrableOn (fun q : ℝ => 1 / q ^ 8) (Ioi Q) := (power_tail 6 hQ).1
  have hv : ∫ q in Ioi Q, 1 / q ^ 8 = 1 / (7 * Q ^ 7) := by
    refine (power_tail 6 hQ).2.trans ?_
    norm_num
  have he := exchange_integral.1.mono_set (Ioi_subset_Ioi hQ.le)
  rw [missingExchange_eq hQ.le]
  constructor
  · -- q²/(4+q²) grows with q, so its value at the cutoff bounds it from below
    have hL : ∫ q in Ioi Q, 256 * (Q ^ 2 / (4 + Q ^ 2)) ^ 4 * (1 / q ^ 8) ≤
        ∫ q in Ioi Q, 256 / (4 + q ^ 2) ^ 4 := by
      refine setIntegral_mono_on (Integrable.const_mul hi _) he measurableSet_Ioi ?_
      intro q hq
      have hq0 : 0 < q := hQ.trans hq
      have hsq : Q ^ 2 ≤ q ^ 2 := pow_le_pow_left₀ hQ.le (le_of_lt hq) 2
      have hr : Q ^ 2 / (4 + Q ^ 2) ≤ q ^ 2 / (4 + q ^ 2) := by
        rw [div_le_div_iff₀ (by positivity) (by positivity)]
        nlinarith
      have hp := pow_le_pow_left₀ (by positivity) hr 4
      calc 256 * (Q ^ 2 / (4 + Q ^ 2)) ^ 4 * (1 / q ^ 8)
          ≤ 256 * (q ^ 2 / (4 + q ^ 2)) ^ 4 * (1 / q ^ 8) :=
            mul_le_mul_of_nonneg_right
              (mul_le_mul_of_nonneg_left hp (by norm_num)) (by positivity)
        _ = 256 / (4 + q ^ 2) ^ 4 := by field_simp
    rw [integral_const_mul, hv] at hL
    calc 256 / (7 * π * Q ^ 7) * (Q ^ 2 / (4 + Q ^ 2)) ^ 4
        = 1 / π * (256 * (Q ^ 2 / (4 + Q ^ 2)) ^ 4 * (1 / (7 * Q ^ 7))) := by field_simp
      _ ≤ _ := mul_le_mul_of_nonneg_left hL (by positivity)
  · have hU : ∫ q in Ioi Q, 256 / (4 + q ^ 2) ^ 4 ≤ ∫ q in Ioi Q, 256 * (1 / q ^ 8) := by
      refine setIntegral_mono_on he (Integrable.const_mul hi _) measurableSet_Ioi ?_
      intro q hq
      have hq0 : 0 < q := hQ.trans hq
      have h8 : q ^ 8 ≤ (4 + q ^ 2) ^ 4 := by
        calc q ^ 8 = (q ^ 2) ^ 4 := by ring
          _ ≤ _ := pow_le_pow_left₀ (by positivity) (by linarith) 4
      rw [mul_one_div]
      exact div_le_div_of_nonneg_left (by norm_num) (by positivity) h8
    rw [integral_const_mul, hv] at hU
    calc _ ≤ 1 / π * (256 * (1 / (7 * Q ^ 7))) := mul_le_mul_of_nonneg_left hU (by positivity)
      _ = 256 / (7 * π * Q ^ 7) := by field_simp
```

Write the exchange integrand as
$$\frac{256}{(4+q^2)^4}=\frac{256}{q^8}\left(\frac{q^2}{4+q^2}\right)^4.$$
The bracket is below 1 and grows with $q$, so for $q>Q$ it is at least its value at $Q$. Integrating $1/q^8$ gives $1/(7Q^7)$, and therefore
$$\frac{256}{7\pi Q^7}\left(\frac{Q^2}{4+Q^2}\right)^4\le X(Q)\le\frac{256}{7\pi Q^7}.$$
In the code, `hL` and `hU` are the two integrated comparisons, each obtained from a pointwise one by `setIntegral_mono_on`.

```lean
/-- The missing exchange falls off as the inverse seventh power of the cutoff: `Q⁷` times it
tends to `256/(7π)`. -/
theorem missingExchange_tail :
    Tendsto (fun Q : ℝ => Q ^ 7 * missingExchange Q) atTop (𝓝 (256 / (7 * π))) := by
  have ht : Tendsto (fun Q : ℝ => 4 / (4 + Q ^ 2)) atTop (𝓝 0) :=
    tendsto_const_nhds.div_atTop
      (tendsto_atTop_add_const_left _ 4 (tendsto_pow_atTop two_ne_zero))
  have h1 : Tendsto (fun Q : ℝ => Q ^ 2 / (4 + Q ^ 2)) atTop (𝓝 1) := by
    have h := ht.const_sub 1
    rw [sub_zero] at h
    refine h.congr fun Q => ?_
    have hD : 4 + Q ^ 2 ≠ 0 := by positivity
    rw [eq_div_iff hD, sub_mul, div_mul_cancel₀ _ hD]
    ring
  have h2 := (h1.pow 4).const_mul (256 / (7 * π))
  rw [one_pow, mul_one] at h2
  have e : ∀ Q : ℝ, 0 < Q → Q ^ 7 * (256 / (7 * π * Q ^ 7)) = 256 / (7 * π) := by
    intro Q hQ
    field_simp
  -- squeeze between the two finite-cutoff bounds
  refine tendsto_of_tendsto_of_tendsto_of_le_of_le' h2 tendsto_const_nhds ?_ ?_
  · filter_upwards [eventually_gt_atTop 0] with Q hQ
    rw [← e Q hQ, mul_assoc]
    exact mul_le_mul_of_nonneg_left (missingExchange_bounds hQ).1 (by positivity)
  · filter_upwards [eventually_gt_atTop 0] with Q hQ
    rw [← e Q hQ]
    exact mul_le_mul_of_nonneg_left (missingExchange_bounds hQ).2 (by positivity)
```

`Tendsto … atTop (𝓝 c)` says that a function approaches $c$ as its argument grows without bound. Multiply the bounds by $Q^7$: the upper one becomes the constant $256/(7\pi)$, and the lower one tends to it because $Q^2/(4+Q^2)=1-4/(4+Q^2)\to1$. The squeeze theorem gives the limit.

## Exchange against kinetic energy

```lean
/-- The kinetic integrand `q⁴/(1+q²)⁴` is integrable beyond any cutoff `Q > 0`. -/
theorem kinetic_integrable {Q : ℝ} (hQ : 0 < Q) :
    IntegrableOn (fun q : ℝ => q ^ 4 / (1 + q ^ 2) ^ 4) (Ioi Q) := by
  have hi : IntegrableOn (fun q : ℝ => 1 / q ^ 4) (Ioi Q) := (power_tail 2 hQ).1
  refine Integrable.mono' hi (Continuous.div (by fun_prop) (by fun_prop)
    (fun q => by positivity)).aestronglyMeasurable ?_
  refine (ae_restrict_iff' measurableSet_Ioi).2 (ae_of_all _ fun q hq => ?_)
  have hq0 : 0 < q := hQ.trans hq
  rw [Real.norm_of_nonneg (by positivity), div_le_div_iff₀ (by positivity) (by positivity)]
  calc q ^ 4 * q ^ 4 = (q ^ 2) ^ 4 := by ring
    _ ≤ (1 + q ^ 2) ^ 4 := pow_le_pow_left₀ (by positivity) (by linarith) 4
    _ = 1 * (1 + q ^ 2) ^ 4 := by ring
```

Since $q^8\le(1+q^2)^4$, the kinetic integrand is at most $1/q^4$, which is integrable beyond any $Q>0$.

```lean
/-- At the same cutoff `Q > 0`, the missing exchange is at most `16/Q⁴` times the missing
kinetic energy. -/
theorem missingExchange_le_kinetic {Q : ℝ} (hQ : 0 < Q) :
    missingExchange Q ≤ 16 / Q ^ 4 * missingKinetic Q := by
  have h : ∫ q in Ioi Q, 256 / (4 + q ^ 2) ^ 4 ≤
      ∫ q in Ioi Q, 256 / Q ^ 4 * (q ^ 4 / (1 + q ^ 2) ^ 4) := by
    refine setIntegral_mono_on (exchange_integral.1.mono_set (Ioi_subset_Ioi hQ.le))
      (Integrable.const_mul (kinetic_integrable hQ) _) measurableSet_Ioi ?_
    intro q hq
    have h4 : Q ^ 4 ≤ q ^ 4 := pow_le_pow_left₀ hQ.le (le_of_lt hq) 4
    calc 256 / (4 + q ^ 2) ^ 4 ≤ 256 / (1 + q ^ 2) ^ 4 :=
          div_le_div_of_nonneg_left (by norm_num) (by positivity)
            (pow_le_pow_left₀ (by positivity) (by linarith) 4)
      _ ≤ 256 / (1 + q ^ 2) ^ 4 * (q ^ 4 / Q ^ 4) :=
          le_mul_of_one_le_right (by positivity) ((one_le_div (by positivity)).2 h4)
      _ = 256 / Q ^ 4 * (q ^ 4 / (1 + q ^ 2) ^ 4) := by ring
  rw [integral_const_mul] at h
  rw [missingExchange_eq hQ.le, missingKinetic_eq]
  calc _ ≤ 1 / π * _ := mul_le_mul_of_nonneg_left h (by positivity)
    _ = _ := by ring
```

For $q>Q$,
$$\frac{256}{(4+q^2)^4}\le\frac{256}{(1+q^2)^4}\le\frac{256}{Q^4}\,\frac{q^4}{(1+q^2)^4}.$$
Integrating and dividing by $\pi$ gives $X(Q)\le(16/Q^4)\,T(Q)$. The factor is below 1 once $Q>2$.

```lean
/-- Exchange tolerates a lower cutoff: for `Q ≥ 7`, the exchange missing beyond `Q` is no larger
than the kinetic energy missing beyond the much higher cutoff `Q²`. -/
theorem exchange_tolerates_lower_cutoff {Q : ℝ} (hQ : 7 ≤ Q) :
    missingExchange Q ≤ missingKinetic (Q ^ 2) := by
  have hQ0 : 0 < Q := by linarith
  have hK : 0 < Q ^ 2 := by positivity
  have hi : IntegrableOn (fun q : ℝ => 1 / q ^ 4) (Ioi (Q ^ 2)) := (power_tail 2 hK).1
  have hv : ∫ q in Ioi (Q ^ 2), 1 / q ^ 4 = 1 / (3 * (Q ^ 2) ^ 3) := by
    refine (power_tail 2 hK).2.trans ?_
    norm_num
  -- beyond Q² ≥ 49 the kinetic integrand is nearly its asymptotic form
  have h : ∫ q in Ioi (Q ^ 2), 48 / 49 * (1 / q ^ 4) ≤
      ∫ q in Ioi (Q ^ 2), q ^ 4 / (1 + q ^ 2) ^ 4 := by
    refine setIntegral_mono_on (Integrable.const_mul hi _) (kinetic_integrable hK)
      measurableSet_Ioi ?_
    intro q hq
    have hq1 : Q ^ 2 < q := hq
    have hq49 : 49 ≤ q := by nlinarith
    have hq0 : 0 < q := by linarith
    have hb : 1 + q ^ 2 ≤ 2402 / 2401 * q ^ 2 := by nlinarith
    have hp := pow_le_pow_left₀ (by positivity) hb 4
    rw [mul_one_div, div_le_div_iff₀ (by positivity) (by positivity)]
    calc 48 / 49 * (1 + q ^ 2) ^ 4 ≤ 48 / 49 * (2402 / 2401 * q ^ 2) ^ 4 :=
          mul_le_mul_of_nonneg_left hp (by norm_num)
      _ = 48 / 49 * (2402 / 2401) ^ 4 * q ^ 8 := by ring
      _ ≤ 1 * q ^ 8 := mul_le_mul_of_nonneg_right (by norm_num) (by positivity)
      _ = q ^ 4 * q ^ 4 := by ring
  rw [integral_const_mul, hv] at h
  have hc : 49 * π * Q ^ 6 ≤ 7 * π * Q ^ 7 := by
    calc 49 * π * Q ^ 6 = 7 * π * Q ^ 6 * 7 := by ring
      _ ≤ 7 * π * Q ^ 6 * Q := mul_le_mul_of_nonneg_left hQ (by positivity)
      _ = 7 * π * Q ^ 7 := by ring
  rw [missingKinetic_eq]
  calc missingExchange Q ≤ 256 / (7 * π * Q ^ 7) := (missingExchange_bounds hQ0).2
    _ ≤ 256 / (49 * π * Q ^ 6) := div_le_div_of_nonneg_left (by norm_num) (by positivity) hc
    _ = 16 / π * (48 / 49 * (1 / (3 * (Q ^ 2) ^ 3))) := by
        field_simp
        ring
    _ ≤ _ := mul_le_mul_of_nonneg_left h (by positivity)

end

end HydrogenExchangeCutoff
```

This compares different cutoffs. If $q>Q^2\ge49$, then $1+q^2\le\frac{2402}{2401}q^2$, so the kinetic integrand is at least $\frac{48}{49}q^{-4}$. Integrating from $Q^2$,
$$T(Q^2)\ge\frac{16}{\pi}\cdot\frac{48}{49}\cdot\frac{1}{3Q^6}=\frac{256}{49\pi Q^6}.$$
Because $Q\ge7$, we have $7Q^7\ge49Q^6$, and so
$$X(Q)\le\frac{256}{7\pi Q^7}\le\frac{256}{49\pi Q^6}\le T(Q^2).$$
The final `calc` block is this chain. The threshold 7 is what these estimates need; it is not claimed to be the smallest possible.

```lean
#print axioms HydrogenExchangeCutoff.missingExchange_zero
#print axioms HydrogenExchangeCutoff.missingExchange_tail
#print axioms HydrogenExchangeCutoff.missingExchange_le_kinetic
#print axioms HydrogenExchangeCutoff.exchange_tolerates_lower_cutoff
```

```
'HydrogenExchangeCutoff.missingExchange_zero' depends on axioms: [propext, Classical.choice, Quot.sound]
'HydrogenExchangeCutoff.missingExchange_tail' depends on axioms: [propext, Classical.choice, Quot.sound]
'HydrogenExchangeCutoff.missingExchange_le_kinetic' depends on axioms: [propext, Classical.choice, Quot.sound]
'HydrogenExchangeCutoff.exchange_tolerates_lower_cutoff' depends on axioms: [propext, Classical.choice, Quot.sound]
```

## The numbers at Q = 7

Here $7^7=823543$, so the upper bound is $256/(7\pi\cdot823543)\approx1.41\times10^{-5}$ hartree. The lower bound multiplies this by $(49/53)^4\approx0.731$, giving about $1.03\times10^{-5}$ hartree. The missing exchange is thus less than 0.005% of the full $5/16$ hartree.

At the same cutoff, $X(7)\le\frac{16}{2401}T(7)$, less than 0.7% of the missing kinetic energy. To make the kinetic loss as small as the bound on $X(7)$, the kinetic cutoff must be at least 49. As energies $Q^2/2$, the two cutoffs are 24.5 and 1200.5 hartree.
